# The Critical Spring Constant of the Symmetric Adiabatic Hubbard–Holstein Dimer

Two electrons on two equivalent sites can lower their energy by making the sites unequal, while the lattice resists the distortion like a spring. How stiff must the spring be for the symmetric dimer to be locally stable? A formal answer needs a definition of the lowest electronic energy. Here it is the infimum of the real numbers that are eigenvalues with a nonzero eigenvector, and this infimum is then proved to be an eigenvalue itself.

## Stability from a trial energy

Let t be the hopping, U the on-site repulsion, g the electron-phonon coupling, k the spring constant and x the antisymmetric distortion. The singlet states are two ionic ones, with both electrons on one site, and a covalent one. In this order the Hamiltonian is

H(x) = [[U+2gx, 0, −√2 t], [0, U−2gx, −√2 t], [−√2 t, −√2 t, 0]].

The adiabatic energy W(x) is kx²/2 plus the lowest eigenvalue of H(x). Set

R = √(U² + 16t²), k_c = 8g²(R−U)/(R(R+U)).

For t > 0, the point x = 0 is a strict local minimum of W if k > k_c, and a strict local maximum if k < k_c.

Expanding the determinant gives det(H−E) = −F(E), with

F(E) = E((U−E)² − 4g²x²) + 4t²(U−E).

At x = 0 this factorises as (U−E)(E(U−E) + 4t²), with roots U and (U±R)/2. The lowest is E₀ = (U−R)/2, so W(0) = E₀.

The sign of F locates the lowest level. Below both ionic energies U±2gx, dividing F by the positive factor (U−E)² − 4g²x² gives

E + 2t²/(U−E−2gx) + 2t²/(U−E+2gx),

which increases with E. If F is negative at such an energy μ, it is therefore negative everywhere below, and all levels lie above μ. If instead F(μ) > 0 at any μ, then a level lies below μ, because F → −∞ as E → −∞.

Now take μ = E₀ − δ with δ = kx²/2, the energy at which the electronic gain exactly pays the elastic cost. Write a = U−E₀ = (U+R)/2. Since E₀a = −4t² and E₀−a = −R,

μ(U−μ) + 4t² = (E₀−δ)(a+δ) + 4t² = −δ(R+δ),

F(μ) = −δ(a+δ)(R+δ) − 4g²x²(E₀−δ) = x² S(x),

S(x) = 4g²(δ−E₀) − (k/2)(a+δ)(R+δ),

S(0) = 2g²(R−U) − kR(R+U)/4.

S(0) is negative for k > k_c and positive for k < k_c, and by continuity S keeps that sign near x = 0. For small x, μ lies below both ionic energies, because a > 0. So for small x ≠ 0 the lowest level is above μ in the first case, giving W(x) > E₀, and below μ in the second, giving W(x) < E₀.

## A lower minimum far away

Local stability does not exclude a lower energy elsewhere. Let U, g > 0 and k = 4g²/(U+R). Then k > k_c means R < 2U, or 16t² < 3U². At x = 2g/k we have 2gx = U+R and kx²/2 = (U+R)/2, so the lower ionic energy plus the elastic energy is

−R + (U+R)/2 = E₀.

At that ionic energy F = 4t²·2gx > 0, so the true level is lower still and W(2g/k) < W(0).

For U = 3, t = g = 1, we get R = 5, E₀ = −1 and k_c = 16/40 = 0.4. The choice k = 4/8 = 0.5 is locally stable. At x = 4 the elastic energy is 4 and the lower ionic energy is −5; solving the cubic gives a lowest level near −5.38, hence W(4) ≈ −1.38 against W(0) = −1.

In a frozen-phonon calculation for this two-site model with classical nuclei, one diagonalises H at a small displacement and reads off the curvature. At x = 0.1 the electronic energy is about −1.002 and the elastic energy 0.0025, so the total rises. A relaxation that follows the energy downhill from there returns to x = 0 and misses the lower energy at x = 4.

## Hamiltonian, levels and energies in Lean

All quantities are real numbers without units.

```lean
import Mathlib

open Matrix Filter Topology

namespace HubbardHolsteinDimer

noncomputable section
```

The matrix is the starting point. Its reduction from the full Hubbard–Holstein Hamiltonian, with the phonon kinetic energy neglected, is assumed.

```lean
/-- Singlet Hamiltonian of the Hubbard-Holstein dimer at the antisymmetric distortion `x`:
two ionic states with energies `U ± 2gx`, coupled by hopping to the covalent state. -/
def hamiltonian (U t g x : ℝ) : Matrix (Fin 3) (Fin 3) ℝ :=
  !![U + 2 * g * x, 0, -(Real.sqrt 2 * t);
     0, U - 2 * g * x, -(Real.sqrt 2 * t);
     -(Real.sqrt 2 * t), -(Real.sqrt 2 * t), 0]

/-- The electronic energy levels: eigenvalues of the Hamiltonian with a nonzero eigenvector. -/
def energyLevels (U t g x : ℝ) : Set ℝ :=
  {E | ∃ v : Fin 3 → ℝ, v ≠ 0 ∧ hamiltonian U t g x *ᵥ v = E • v}

/-- The electronic ground-state energy, the infimum of the energy levels. -/
def groundEnergy (U t g x : ℝ) : ℝ := sInf (energyLevels U t g x)
```

`adiabaticEnergy` is W, `rootR` is R and `criticalStiffness` is k_c.

```lean
/-- The adiabatic energy: elastic energy plus electronic ground-state energy. -/
def adiabaticEnergy (U t g k x : ℝ) : ℝ := k * x ^ 2 / 2 + groundEnergy U t g x

/-- The energy scale `R = √(U² + 16t²)` of the undistorted dimer. -/
def rootR (U t : ℝ) : ℝ := Real.sqrt (U ^ 2 + 16 * t ^ 2)

/-- The critical spring constant `8g²(R - U) / (R(R + U))`, for `t ≠ 0`. -/
def criticalStiffness (U t g : ℝ) : ℝ :=
  8 * g ^ 2 * (rootR U t - U) / (rootR U t * (rootR U t + U))
```

`secular` is F, which equals −det(H−E), and `softening` is S with its powers of x collected.

```lean
/-- The cubic secular function, whose zeros are to be the energy levels. -/
def secular (U t g x E : ℝ) : ℝ :=
  E * ((U - E) ^ 2 - (2 * g * x) ^ 2) + 4 * t ^ 2 * (U - E)

/-- The factor multiplying `x²` in the secular function at the energy `(U - R)/2 - kx²/2`. -/
def softening (U t g k x : ℝ) : ℝ :=
  2 * g ^ 2 * (rootR U t - U) - k * (rootR U t * (rootR U t + U)) / 4
    + x ^ 2 * (2 * k * g ^ 2 - k ^ 2 * (U + 3 * rootR U t) / 8 - k ^ 3 * x ^ 2 / 8)
```

## Locating the lowest level

The determinant expansion, with (√2)² = 2 supplied by `h2`, turns the eigenvector condition into F(E) = 0.

```lean
/-- A number is an energy level exactly when it solves the secular equation. -/
theorem mem_energyLevels_iff (U t g x E : ℝ) :
    E ∈ energyLevels U t g x ↔ secular U t g x E = 0 := by
  have hdet : (hamiltonian U t g x - E • (1 : Matrix (Fin 3) (Fin 3) ℝ)).det
      = -secular U t g x E := by
    have h2 : Real.sqrt 2 ^ 2 = 2 := Real.sq_sqrt (by norm_num)
    simp [hamiltonian, Matrix.det_fin_three]
    unfold secular
    linear_combination (-2 * t ^ 2 * (U - E)) * h2
  rw [← neg_eq_zero, ← hdet, ← Matrix.exists_mulVec_eq_zero_iff]
  simp only [energyLevels, Set.mem_ofPred_eq, Matrix.sub_mulVec, Matrix.smul_mulVec,
    Matrix.one_mulVec, sub_eq_zero]
```

The monotonicity argument appears in cross-multiplied form as `key`, which avoids division.

```lean
/-- If the secular function is negative at an energy `μ` below both ionic energies `U ± 2gx`,
it is negative at every lower energy. -/
theorem secular_neg_of_le {U t g x μ E : ℝ} (hs : 0 < U - μ)
    (hd : (2 * g * x) ^ 2 < (U - μ) ^ 2) (hμ : secular U t g x μ < 0) (hE : E ≤ μ) :
    secular U t g x E < 0 := by
  have hB : 0 < (U - μ) ^ 2 - (2 * g * x) ^ 2 := by linarith
  have hA : 0 < (U - E) ^ 2 - (2 * g * x) ^ 2 := by
    have := pow_le_pow_left₀ hs.le (show U - μ ≤ U - E by linarith) 2
    linarith
  have hm : 0 ≤ μ - E := by linarith
  have hsE : 0 < U - E := by linarith
  -- the secular function divided by the ionic factor increases with energy
  have key : secular U t g x E * ((U - μ) ^ 2 - (2 * g * x) ^ 2)
      ≤ secular U t g x μ * ((U - E) ^ 2 - (2 * g * x) ^ 2) := by
    have h1 := mul_nonneg hm (mul_pos hA hB).le
    have h2 : 0 ≤ 4 * t ^ 2 * ((μ - E) * ((U - μ) * (U - E) + (2 * g * x) ^ 2)) := by
      have := mul_pos hs hsE
      exact mul_nonneg (by positivity) (mul_nonneg hm (by positivity))
    unfold secular
    linarith
  by_contra h
  have h1 := mul_nonneg (not_lt.mp h) hB.le
  have h2 := mul_neg_of_neg_of_pos hμ hA
  linarith
```

Next, an explicit energy is found below which F is negative. The intermediate value theorem then places a root between it and any μ with F(μ) ≥ 0.

```lean
/-- The energy levels are bounded below, and there is a level at or below every energy at which
the secular function is nonnegative. -/
theorem levels_bounded_and_exist (U t g x : ℝ) :
    BddBelow (energyLevels U t g x) ∧
      ∀ μ, 0 ≤ secular U t g x μ → ∃ E ∈ energyLevels U t g x, E ≤ μ := by
  -- far down in energy the secular function is negative
  have hfloor : ∃ m, ∀ E ≤ m, secular U t g x E < 0 := by
    obtain ⟨n, hn⟩ : ∃ n, n = (2 * g * x) ^ 2 + 4 * t ^ 2 + 1 := ⟨_, rfl⟩
    obtain ⟨s, hs⟩ : ∃ s, s = U - -(n + |U|) := ⟨_, rfl⟩
    have hD := sq_nonneg (2 * g * x)
    have ht := sq_nonneg t
    have hU := neg_abs_le U
    have hns : n ≤ s := by linarith
    have hn1 : 1 ≤ n := by linarith
    have hs0 : 0 < s := by linarith
    have hss : 0 ≤ s * (s - 1) := mul_nonneg hs0.le (by linarith)
    have hsD : (2 * g * x) ^ 2 < s ^ 2 := by linarith
    refine ⟨-(n + |U|), fun E hE => secular_neg_of_le ?_ ?_ ?_ hE⟩
    · rw [← hs]; exact hs0
    · rw [← hs]; exact hsD
    · have h1 := mul_nonneg (abs_nonneg U) (sub_pos.mpr hsD).le
      have h2 := mul_nonneg (sub_nonneg.mpr hns) hD
      have h3 : 0 ≤ n * (s - 1) := mul_nonneg (by linarith) (by linarith)
      have h4 : 0 < s * (n * s - (2 * g * x) ^ 2 - 4 * t ^ 2) :=
        mul_pos hs0 (by linarith)
      unfold secular
      rw [← hs]
      linarith
  obtain ⟨m, hm⟩ := hfloor
  refine ⟨⟨m, fun E hE => ?_⟩, fun μ hμ => ?_⟩
  · by_contra hc
    have h1 := hm E (not_le.mp hc).le
    rw [(mem_energyLevels_iff U t g x E).1 hE] at h1
    exact lt_irrefl _ h1
  · have hmμ : m ≤ μ := by
      by_contra hc
      exact absurd (hm μ (not_le.mp hc).le) (not_lt.mpr hμ)
    have hc : Continuous (secular U t g x) := by
      have : Continuous fun E : ℝ =>
        E * ((U - E) ^ 2 - (2 * g * x) ^ 2) + 4 * t ^ 2 * (U - E) := by fun_prop
      exact this
    obtain ⟨E, hE, h0⟩ := intermediate_value_Icc hmμ hc.continuousOn ⟨(hm m le_rfl).le, hμ⟩
    exact ⟨E, (mem_energyLevels_iff U t g x E).2 h0, hE.2⟩
```

The set of levels is nonempty, bounded below and closed, being the zero set of a continuous function, so it contains its infimum.

```lean
/-- The ground-state energy is itself an energy level, and the lowest one. -/
theorem groundEnergy_isLeast (U t g x : ℝ) :
    IsLeast (energyLevels U t g x) (groundEnergy U t g x) := by
  obtain ⟨hb, hex⟩ := levels_bounded_and_exist U t g x
  have hne : (energyLevels U t g x).Nonempty := by
    obtain ⟨E, hE, -⟩ := hex (U - |2 * g * x|) (by
      have h : secular U t g x (U - |2 * g * x|) = 4 * t ^ 2 * |2 * g * x| := by
        unfold secular
        linear_combination (U - |2 * g * x|) * sq_abs (2 * g * x)
      rw [h]; positivity)
    exact ⟨E, hE⟩
  have hcl : IsClosed (energyLevels U t g x) := by
    have h : energyLevels U t g x = {E | E * ((U - E) ^ 2 - (2 * g * x) ^ 2)
        + 4 * t ^ 2 * (U - E) = 0} := Set.ext fun E => mem_energyLevels_iff U t g x E
    rw [h]
    exact isClosed_eq (by fun_prop) continuous_const
  exact ⟨hcl.csInf_mem hne hb, fun E hE => csInf_le hb hE⟩

/-- An energy at which the secular function is positive lies above the ground-state energy. -/
theorem groundEnergy_lt {U t g x μ : ℝ} (h : 0 < secular U t g x μ) :
    groundEnergy U t g x < μ := by
  obtain ⟨E, hE, hle⟩ := (levels_bounded_and_exist U t g x).2 μ h.le
  refine lt_of_le_of_lt ((groundEnergy_isLeast U t g x).2 hE) (lt_of_le_of_ne hle ?_)
  rintro rfl
  exact h.ne' ((mem_energyLevels_iff U t g x E).1 hE)
```

## The undistorted dimer

For t > 0, R exceeds |U|, which makes the denominator of k_c positive. The factorisation of F at x = 0 then rules out any level below (U−R)/2.

```lean
/-- For `t > 0`, `R² = U² + 16t²` with `R` positive and larger than `|U|`. -/
theorem rootR_facts (U : ℝ) {t : ℝ} (ht : 0 < t) :
    rootR U t ^ 2 = U ^ 2 + 16 * t ^ 2 ∧ 0 < rootR U t ∧ -rootR U t < U ∧ U < rootR U t := by
  have h : rootR U t ^ 2 = U ^ 2 + 16 * t ^ 2 := Real.sq_sqrt (by positivity)
  have h0 : 0 < rootR U t := Real.sqrt_pos.mpr (by positivity)
  have ht2 : 0 < t ^ 2 := by positivity
  exact ⟨h, h0, abs_lt_of_sq_lt_sq' (by linarith) h0.le⟩

/-- For `t > 0` the adiabatic energy of the undistorted dimer is `(U - R)/2`. -/
theorem adiabaticEnergy_zero (U g k : ℝ) {t : ℝ} (ht : 0 < t) :
    adiabaticEnergy U t g k 0 = (U - rootR U t) / 2 := by
  obtain ⟨hR, h0, h1, h2⟩ := rootR_facts U ht
  have hg : groundEnergy U t g 0 = (U - rootR U t) / 2 := by
    apply le_antisymm
    · refine (groundEnergy_isLeast U t g 0).2 ((mem_energyLevels_iff _ _ _ _ _).2 ?_)
      unfold secular
      linear_combination (-(U + rootR U t) / 8) * hR
    · have h := (mem_energyLevels_iff _ _ _ _ _).1 (groundEnergy_isLeast U t g 0).1
      generalize groundEnergy U t g 0 = E at h ⊢
      unfold secular at h
      by_contra hc
      have hc' := not_le.mp hc
      have hf : (U - E) * ((E - (U - rootR U t) / 2) * (E - (U + rootR U t) / 2)) = 0 := by
        linear_combination -h - (U - E) / 4 * hR
      have hp := mul_pos (show 0 < U - E by linarith)
        (mul_pos_of_neg_of_neg (show E - (U - rootR U t) / 2 < 0 by linarith)
          (show E - (U + rootR U t) / 2 < 0 by linarith))
      linarith
  rw [adiabaticEnergy, hg]
  ring
```

## The stability theorem

Only t > 0 is assumed; U, g and k may be any real numbers, and the borderline k = k_c is left undecided. The expression `∀ᶠ x in 𝓝[≠] (0 : ℝ)` reads "for all sufficiently small x ≠ 0", so the inequalities express a strict local minimum and a strict local maximum.

In the proof, `htrial` is the identity F(μ) = x²S(x) and `hs0` evaluates S(0). For k > k_c, `e1`, `e2` and `e3` secure the sign of S and the position of μ below the ionic energies. For k < k_c, the strict maximum contradicts a local minimum at any small x ≠ 0.

```lean
/-- Stability of the symmetric dimer, for `t > 0`: above the critical spring constant `x = 0` is
a strict local minimum of the adiabatic energy; below it, `x = 0` is a strict local maximum and
not a local minimum. -/
theorem symmetric_dimer_stability (U g k : ℝ) {t : ℝ} (ht : 0 < t) :
    (criticalStiffness U t g < k →
      ∀ᶠ x in 𝓝[≠] (0 : ℝ), adiabaticEnergy U t g k 0 < adiabaticEnergy U t g k x) ∧
    (k < criticalStiffness U t g →
      (∀ᶠ x in 𝓝[≠] (0 : ℝ), adiabaticEnergy U t g k x < adiabaticEnergy U t g k 0) ∧
      ¬ IsLocalMin (adiabaticEnergy U t g k) 0) := by
  obtain ⟨hR, h0, h1, h2⟩ := rootR_facts U ht
  have hden : 0 < rootR U t * (rootR U t + U) := mul_pos h0 (by linarith)
  -- secular function at the energy that would exactly balance the elastic cost
  have htrial : ∀ x, secular U t g x ((U - rootR U t) / 2 - k * x ^ 2 / 2)
      = x ^ 2 * softening U t g k x := by
    intro x
    unfold secular softening
    linear_combination (-((U + rootR U t) / 2 + k * x ^ 2 / 2) / 4) * hR
  have hcont : Continuous (softening U t g k) := by
    unfold softening
    fun_prop
  have hs0 : softening U t g k 0
      = 2 * g ^ 2 * (rootR U t - U) - k * (rootR U t * (rootR U t + U)) / 4 := by
    unfold softening
    ring
  constructor
  · intro hk
    rw [criticalStiffness, div_lt_iff₀ hden] at hk
    have e1 : ∀ᶠ x in 𝓝 (0 : ℝ), softening U t g k x < 0 :=
      (hcont.tendsto 0).eventually_lt_const (by rw [hs0]; linarith)
    have c2 : Continuous fun x : ℝ => U - ((U - rootR U t) / 2 - k * x ^ 2 / 2) := by fun_prop
    have e2 : ∀ᶠ x in 𝓝 (0 : ℝ), 0 < U - ((U - rootR U t) / 2 - k * x ^ 2 / 2) :=
      (c2.tendsto 0).eventually_const_lt (by norm_num; linarith)
    have c3 : Continuous fun x : ℝ =>
        (U - ((U - rootR U t) / 2 - k * x ^ 2 / 2)) ^ 2 - (2 * g * x) ^ 2 := by fun_prop
    have e3 : ∀ᶠ x in 𝓝 (0 : ℝ),
        0 < (U - ((U - rootR U t) / 2 - k * x ^ 2 / 2)) ^ 2 - (2 * g * x) ^ 2 := by
      refine (c3.tendsto 0).eventually_const_lt ?_
      have hp : 0 < ((U + rootR U t) / 2) ^ 2 := pow_pos (by linarith) 2
      calc 0 < ((U + rootR U t) / 2) ^ 2 := hp
        _ = _ := by ring
    filter_upwards [e1.filter_mono nhdsWithin_le_nhds, e2.filter_mono nhdsWithin_le_nhds,
      e3.filter_mono nhdsWithin_le_nhds, self_mem_nhdsWithin] with x a1 a2 a3 hx
    have hx0 : x ≠ 0 := hx
    have hneg : secular U t g x ((U - rootR U t) / 2 - k * x ^ 2 / 2) < 0 := by
      rw [htrial]
      exact mul_neg_of_pos_of_neg (by positivity) a1
    rw [adiabaticEnergy_zero U g k ht, adiabaticEnergy]
    by_contra hc
    have hlow := secular_neg_of_le a2 (by linarith) hneg
      (show groundEnergy U t g x ≤ _ by linarith [not_lt.mp hc])
    rw [(mem_energyLevels_iff _ _ _ _ _).1 (groundEnergy_isLeast U t g x).1] at hlow
    exact lt_irrefl _ hlow
  · intro hk
    rw [criticalStiffness, lt_div_iff₀ hden] at hk
    have e1 : ∀ᶠ x in 𝓝 (0 : ℝ), 0 < softening U t g k x :=
      (hcont.tendsto 0).eventually_const_lt (by rw [hs0]; linarith)
    have hmax : ∀ᶠ x in 𝓝[≠] (0 : ℝ),
        adiabaticEnergy U t g k x < adiabaticEnergy U t g k 0 := by
      filter_upwards [e1.filter_mono nhdsWithin_le_nhds, self_mem_nhdsWithin] with x a1 hx
      have hx0 : x ≠ 0 := hx
      have hlt : groundEnergy U t g x < (U - rootR U t) / 2 - k * x ^ 2 / 2 :=
        groundEnergy_lt (by rw [htrial]; positivity)
      rw [adiabaticEnergy_zero U g k ht, adiabaticEnergy]
      linarith
    refine ⟨hmax, fun hmin => ?_⟩
    have hmin' : ∀ᶠ x in 𝓝 (0 : ℝ),
        adiabaticEnergy U t g k 0 ≤ adiabaticEnergy U t g k x := hmin
    obtain ⟨x, b1, b2⟩ := (hmax.and (hmin'.filter_mono nhdsWithin_le_nhds)).exists
    exact absurd b1 (not_lt.mpr b2)
```

The metastability theorem adds the hypotheses on U, g and k used above. Its first half applies the stability theorem after deriving R < 2U; its second half uses the lower ionic energy as the trial energy. It compares two points and does not say that x = 2g/k is itself a minimum.

```lean
/-- Metastability: for `t, g, U > 0` with `16t² < 3U²` and spring constant `k = 4g²/(U + R)`,
`x = 0` is a strict local minimum, yet the distortion `x = 2g/k` has lower adiabatic energy. -/
theorem symmetric_dimer_metastable {U t g k : ℝ} (ht : 0 < t) (hg : 0 < g) (hU : 0 < U)
    (hUt : 16 * t ^ 2 < 3 * U ^ 2) (hk : k = 4 * g ^ 2 / (U + rootR U t)) :
    (∀ᶠ x in 𝓝[≠] (0 : ℝ), adiabaticEnergy U t g k 0 < adiabaticEnergy U t g k x) ∧
      adiabaticEnergy U t g k (2 * g / k) < adiabaticEnergy U t g k 0 := by
  obtain ⟨hR, h0, h1, h2⟩ := rootR_facts U ht
  have hS : 0 < U + rootR U t := by linarith
  have hkpos : 0 < k := by rw [hk]; positivity
  have hkS : k * (U + rootR U t) = 4 * g ^ 2 := by
    rw [hk]
    exact div_mul_cancel₀ _ hS.ne'
  constructor
  · apply (symmetric_dimer_stability U g k ht).1
    have hR2 : rootR U t < 2 * U :=
      (abs_lt_of_sq_lt_sq' (by linarith) (by linarith)).2
    rw [criticalStiffness, div_lt_iff₀ (mul_pos h0 (by linarith))]
    have e : k * (rootR U t * (rootR U t + U)) = 4 * g ^ 2 * rootR U t := by
      linear_combination rootR U t * hkS
    have hp : 0 < 4 * g ^ 2 * (2 * U - rootR U t) := mul_pos (by positivity) (by linarith)
    rw [e]
    linarith
  · obtain ⟨x, hx⟩ : ∃ x, x = 2 * g / k := ⟨_, rfl⟩
    have hxpos : 0 < x := by rw [hx]; positivity
    have hkx : k * x = 2 * g := by
      rw [hx]
      exact mul_div_cancel₀ _ hkpos.ne'
    -- hopping pushes the ground state below the lower ionic energy
    have hlt : groundEnergy U t g x < U - 2 * g * x := by
      apply groundEnergy_lt
      have e : secular U t g x (U - 2 * g * x) = 4 * t ^ 2 * (2 * g * x) := by
        unfold secular
        ring
      rw [e]
      positivity
    have hgx : 2 * g * x = U + rootR U t := by
      apply mul_left_cancel₀ hkpos.ne'
      linear_combination 2 * g * hkx - hkS
    have hel : k * x ^ 2 = 2 * g * x := by linear_combination x * hkx
    rw [← hx, adiabaticEnergy_zero U g k ht, adiabaticEnergy]
    linarith

end

end HubbardHolsteinDimer
```

```lean
#print axioms HubbardHolsteinDimer.symmetric_dimer_stability
#print axioms HubbardHolsteinDimer.symmetric_dimer_metastable
```

```
'HubbardHolsteinDimer.symmetric_dimer_stability' depends on axioms: [propext, Classical.choice, Quot.sound]
'HubbardHolsteinDimer.symmetric_dimer_metastable' depends on axioms: [propext, Classical.choice, Quot.sound]
```
